# Rotating two real orbitals gives the exponent-4 localisation functional only constant, 4t and 8t terms

**Q:** Two occupied orbitals are spread over the same few atoms, and a localisation program mixes them by an angle t until each sits on as few atoms as possible. For intrinsic bond orbitals with exponent 4, it maximises the sum of the fourth powers of the orbital charges on the atoms. Fourth powers of rotated charges look messy. How complicated can this function of t be?

**A:** A constant and two harmonics suffice. Each atom A has a real symmetric 2×2 charge matrix Q_A in the two orbitals. I number the orbitals 0 and 1, as the code does. For one atom, set

s = (Q₀₀ + Q₁₁)/2, d = (Q₀₀ − Q₁₁)/2, q = Q₀₁, z = d − iq.

The first new orbital is cos t times orbital 0 plus sin t times orbital 1. Its charge on the atom is

cos²t Q₀₀ + 2 sin t cos t Q₀₁ + sin²t Q₁₁ = s + d cos 2t + q sin 2t = s + Re(z exp(2it)).

The second new orbital, −sin t times orbital 0 plus cos t times orbital 1, has charge s − Re(z exp(2it)), because the rotation preserves the sum 2s.

**Q:** And the fourth powers?

**A:** Write w = z exp(2it) and x = Re w. The odd powers of x cancel:

(s + x)⁴ + (s − x)⁴ = 2s⁴ + 12s²x² + 2x⁴.

The powers of a real part reduce to

x² = (|w|² + Re w²)/2,

x⁴ = (3|w|⁴ + 4|w|² Re w² + Re w⁴)/8.

Since |w| = |z|, w² = z² exp(4it) and w⁴ = z⁴ exp(8it), the atom contributes

2s⁴ + 6s²|z|² + (3/4)|z|⁴ + Re[(6s² + |z|²) z² exp(4it)] + (1/4) Re[z⁴ exp(8it)].

Summing over atoms leaves the frequencies alone and adds the amplitudes. The 8t part is therefore (1/4) Re[Σ_A z_A⁴ exp(8it)].

**Q:** That convinces me about the algebra. Does the formal version speak about orbitals, or about some convenient trigonometric expression?

**A:** It starts from the matrices. The atoms are the elements of a finite type `ι`, and the rotation is an explicit 2×2 matrix whose columns are the new orbitals.

In Lean 4 with Mathlib:

```lean
import Mathlib

open Matrix

namespace IntrinsicBondOrbitalRotation

noncomputable section

variable {ι : Type*} [Fintype ι]

/-- Rotation of two orbitals by the angle `t`; the columns are the new orbitals. -/
def rotation (t : ℝ) : Matrix (Fin 2) (Fin 2) ℝ :=
  !![Real.cos t, -Real.sin t; Real.sin t, Real.cos t]
```

The rotated charge matrix is the usual congruence RᵀQR, and the functional adds the fourth powers of its two diagonal entries over all atoms. No harmonic is built into either definition.

```lean
/-- The charge matrix of one atom in the rotated pair of orbitals. -/
def rotated (Q : Matrix (Fin 2) (Fin 2) ℝ) (t : ℝ) : Matrix (Fin 2) (Fin 2) ℝ :=
  (rotation t)ᵀ * Q * rotation t

/-- The exponent-4 localisation functional of the rotated pair, summed over atoms. -/
def functional (Q : ι → Matrix (Fin 2) (Fin 2) ℝ) (t : ℝ) : ℝ :=
  ∑ A, (rotated (Q A) t 0 0 ^ 4 + rotated (Q A) t 1 1 ^ 4)
```

**Q:** Where do s and z come in?

**A:** As `meanCharge` and `anisotropy`. The latter is a complex number given by its real and imaginary parts, so the minus sign in front of `Q 0 1` fixes the convention d − iq. It belongs with the sense of rotation chosen above; reversing that sense would call for d + iq.

```lean
/-- The mean charge `(Q 0 0 + Q 1 1) / 2` of the two orbitals on an atom. -/
def meanCharge (Q : Matrix (Fin 2) (Fin 2) ℝ) : ℝ := (Q 0 0 + Q 1 1) / 2

/-- The complex number `d - i q` of an atom, with `d = (Q 0 0 - Q 1 1) / 2` and `q = Q 0 1`. -/
def anisotropy (Q : Matrix (Fin 2) (Fin 2) ℝ) : ℂ := ⟨(Q 0 0 - Q 1 1) / 2, -Q 0 1⟩
```

A harmonic of frequency k with complex amplitude c is Re(c exp(ikt)), which carries a cosine and a sine together. The constant and the 4t amplitude are the sums found by hand.

```lean
/-- The real harmonic `Re (c exp (i k t))` with complex amplitude `c`. -/
def harmonic (k : ℝ) (c : ℂ) (t : ℝ) : ℝ :=
  (c * Complex.exp (((k * t : ℝ) : ℂ) * Complex.I)).re

/-- The sum over atoms of `2 s⁴ + 6 s² |z|² + (3/4) |z|⁴`, where `s` is the mean charge and `z` the
anisotropy of the atom. -/
def constantPart (Q : ι → Matrix (Fin 2) (Fin 2) ℝ) : ℝ :=
  ∑ A, (2 * meanCharge (Q A) ^ 4
    + 6 * meanCharge (Q A) ^ 2 * Complex.normSq (anisotropy (Q A))
    + 3 / 4 * Complex.normSq (anisotropy (Q A)) ^ 2)

/-- The sum over atoms of `(6 s² + |z|²) z²`, where `s` is the mean charge and `z` the anisotropy of
the atom. -/
def fourAmplitude (Q : ι → Matrix (Fin 2) (Fin 2) ℝ) : ℂ :=
  ∑ A, ((6 * meanCharge (Q A) ^ 2 + Complex.normSq (anisotropy (Q A)) : ℝ) : ℂ)
    * anisotropy (Q A) ^ 2
```

**Q:** What is assumed about the charge matrices? For intrinsic bond orbitals they are positive semidefinite, and over all atoms they add up to a fixed matrix.

**A:** Only that each is real and symmetric, which is the hypothesis `(Q A).IsSymm`. It stands for real orbitals and a real, Hermitian population operator on each atom. Positivity and the sum rule are not needed, so charges from another population analysis with symmetric matrices are covered too. The construction of the intrinsic atomic orbitals that define the charges is not modelled, nor are complex orbitals. If a program counts two electrons per orbital, every charge doubles and the functional is multiplied by 16, with the same optimal angles.

**Q:** Then take me through the proof. How does it get from the matrix product to the 2t harmonic?

**A:** A first lemma writes a harmonic as a cosine and a sine.

```lean
/-- A harmonic written with a cosine and a sine. -/
theorem harmonic_eq (k : ℝ) (c : ℂ) (t : ℝ) :
    harmonic k c t = c.re * Real.cos (k * t) - c.im * Real.sin (k * t) := by
  rw [harmonic, Complex.mul_re, Complex.exp_ofReal_mul_I_re, Complex.exp_ofReal_mul_I_im]
```

The next one is the physical step. In it, `e0` and `e1` multiply out the two diagonal entries of RᵀQR, with symmetry replacing `Q 1 0` by `Q 0 1`. The double-angle formulas then express the 2t harmonic through sin t and cos t, and each `linear_combination` closes the remaining gap with sin²t + cos²t = 1.

```lean
/-- Under rotation the two orbital charges on an atom are the mean charge plus and minus
one `2t` harmonic with amplitude `d - i q`. -/
theorem rotated_charges {Q : Matrix (Fin 2) (Fin 2) ℝ} (hQ : Q.IsSymm) (t : ℝ) :
    rotated Q t 0 0 = meanCharge Q + harmonic 2 (anisotropy Q) t ∧
    rotated Q t 1 1 = meanCharge Q - harmonic 2 (anisotropy Q) t := by
  have h10 : Q 1 0 = Q 0 1 := hQ.apply 0 1
  have e0 : rotated Q t 0 0 = Real.cos t ^ 2 * Q 0 0
      + 2 * Real.sin t * Real.cos t * Q 0 1 + Real.sin t ^ 2 * Q 1 1 := by
    simp [rotated, rotation, Matrix.mul_apply, Fin.sum_univ_two, h10]
    ring
  have e1 : rotated Q t 1 1 = Real.sin t ^ 2 * Q 0 0
      - 2 * Real.sin t * Real.cos t * Q 0 1 + Real.cos t ^ 2 * Q 1 1 := by
    simp [rotated, rotation, Matrix.mul_apply, Fin.sum_univ_two, h10]
    ring
  rw [e0, e1, harmonic_eq, Real.cos_two_mul, Real.sin_two_mul]
  simp only [meanCharge, anisotropy]
  constructor
  · linear_combination Q 1 1 * Real.sin_sq_add_cos_sq t
  · linear_combination Q 0 0 * Real.sin_sq_add_cos_sq t
```

The reduction of the fourth powers is separate from any angle. It holds for every real s and complex w, and is proved by expanding Re w² and Re w⁴ in the real and imaginary parts of w.

```lean
/-- The fourth powers of `s + Re w` and `s - Re w` add up to a combination of
`|w|²`, `Re w²` and `Re w⁴`. -/
theorem quartic_identity (s : ℝ) (w : ℂ) :
    (s + w.re) ^ 4 + (s - w.re) ^ 4 =
      2 * s ^ 4 + 6 * s ^ 2 * Complex.normSq w + 3 / 4 * Complex.normSq w ^ 2
        + (6 * s ^ 2 + Complex.normSq w) * (w ^ 2).re + 1 / 4 * (w ^ 4).re := by
  have h2 : (w ^ 2).re = w.re ^ 2 - w.im ^ 2 := by
    rw [pow_two, Complex.mul_re]
    ring
  have h4 : (w ^ 4).re = w.re ^ 4 - 6 * w.re ^ 2 * w.im ^ 2 + w.im ^ 4 := by
    rw [show w ^ 4 = (w * w) * (w * w) by ring]
    simp only [Complex.mul_re, Complex.mul_im]
    ring
  rw [h2, h4, Complex.normSq_apply]
  ring
```

**Q:** So the angle returns by setting w = z exp(2it)?

**A:** Yes. Below, `E` is exp(2it); `e4` and `e8` say that its square and fourth power are the phases at 4t and 8t, and `hN` says that the phase leaves |z|² unchanged. Substituting into the quartic identity gives the contribution of one atom.

```lean
/-- The fourth powers of `s` plus and minus a `2t` harmonic add up to a constant,
a `4t` harmonic and an `8t` harmonic. -/
theorem atom_harmonics (s : ℝ) (z : ℂ) (t : ℝ) :
    (s + harmonic 2 z t) ^ 4 + (s - harmonic 2 z t) ^ 4 =
      2 * s ^ 4 + 6 * s ^ 2 * Complex.normSq z + 3 / 4 * Complex.normSq z ^ 2
        + harmonic 4 (((6 * s ^ 2 + Complex.normSq z : ℝ) : ℂ) * z ^ 2) t
        + 1 / 4 * harmonic 8 (z ^ 4) t := by
  obtain ⟨E, hE⟩ : ∃ E : ℂ, E = Complex.exp (((2 * t : ℝ) : ℂ) * Complex.I) := ⟨_, rfl⟩
  have e4 : Complex.exp (((4 * t : ℝ) : ℂ) * Complex.I) = E ^ 2 := by
    rw [hE, ← Complex.exp_nat_mul]
    congr 1
    push_cast
    ring
  have e8 : Complex.exp (((8 * t : ℝ) : ℂ) * Complex.I) = E ^ 4 := by
    rw [hE, ← Complex.exp_nat_mul]
    congr 1
    push_cast
    ring
  -- the phase does not change the modulus
  have hN : Complex.normSq (z * E) = Complex.normSq z := by
    rw [Complex.normSq_mul, hE, Complex.normSq_eq_norm_sq (Complex.exp _),
      Complex.norm_exp_ofReal_mul_I, one_pow, mul_one]
  have h2 : harmonic 2 z t = (z * E).re := by rw [hE]; rfl
  have h4 (r : ℝ) : harmonic 4 ((r : ℂ) * z ^ 2) t = r * ((z * E) ^ 2).re := by
    rw [harmonic, e4, show (r : ℂ) * z ^ 2 * E ^ 2 = r * (z * E) ^ 2 by ring,
      Complex.re_ofReal_mul]
  have h8 : harmonic 8 (z ^ 4) t = ((z * E) ^ 4).re := by
    rw [harmonic, e8, mul_pow]
  rw [h2, h4, h8, quartic_identity, hN]
```

Harmonics of one frequency add through their amplitudes, because multiplication by a phase and taking the real part both respect sums.

```lean
/-- Harmonics of equal frequency add through their amplitudes. -/
theorem harmonic_sum (k : ℝ) (f : ι → ℂ) (t : ℝ) :
    harmonic k (∑ A, f A) t = ∑ A, harmonic k (f A) t := by
  unfold harmonic
  rw [Finset.sum_mul, Complex.re_sum]
```

The main theorem collects the three sums into one and compares the two sides atom by atom.

```lean
/-- The exponent-4 functional of a rotated orbital pair is a constant plus a `4t` harmonic
plus the `8t` harmonic `(1/4) Re ∑ (d - i q)⁴ exp (8 i t)`. -/
theorem functional_harmonics {Q : ι → Matrix (Fin 2) (Fin 2) ℝ}
    (hQ : ∀ A, (Q A).IsSymm) (t : ℝ) :
    functional Q t = constantPart Q + harmonic 4 (fourAmplitude Q) t
      + 1 / 4 * harmonic 8 (∑ A, anisotropy (Q A) ^ 4) t := by
  unfold functional constantPart fourAmplitude
  rw [harmonic_sum, harmonic_sum, Finset.mul_sum, ← Finset.sum_add_distrib,
    ← Finset.sum_add_distrib]
  refine Finset.sum_congr rfl fun A _ => ?_
  obtain ⟨h0, h1⟩ := rotated_charges (hQ A) t
  rw [h0, h1]
  exact atom_harmonics _ _ t
```

In words: for any finite set of atoms with real symmetric charge matrices, and for every angle t, the functional equals `constantPart Q`, plus the 4t harmonic with amplitude `fourAmplitude Q`, plus one quarter of the 8t harmonic with amplitude Σ_A z_A⁴. Either amplitude may vanish for particular charges.

**Q:** An identity of that kind shows one way of splitting the function. What entitles you to say "the" 8t part?

**A:** A uniqueness theorem. Suppose two expressions, each a constant plus a 4t and an 8t harmonic, agree at all angles. Call the differences of their constants and amplitudes a, u and v. Then

a + Re(u exp(4it)) + Re(v exp(8it)) = 0 for all t.

Five angles settle it:

t = 0: a + Re u + Re v = 0

t = π/4: a − Re u + Re v = 0

t = π/8: a − Im u − Re v = 0

t = −π/8: a + Im u − Re v = 0

The first pair gives Re u = 0 and the second Im u = 0. What remains is a + Re v = 0 and a − Re v = 0, so both vanish. At t = π/16 only −Im v is left, and it is zero as well. The proof evaluates the sines and cosines at these angles and leaves the linear equations to `linarith`.

```lean
/-- A function of the angle made of a constant, a `4t` and an `8t` harmonic determines
the constant and both complex amplitudes. -/
theorem harmonics_unique {a b : ℝ} {a4 b4 a8 b8 : ℂ}
    (h : ∀ t, a + harmonic 4 a4 t + harmonic 8 a8 t
      = b + harmonic 4 b4 t + harmonic 8 b8 t) :
    a = b ∧ a4 = b4 ∧ a8 = b8 := by
  simp only [harmonic_eq] at h
  -- five angles separate the five real coefficients
  have h0 := h 0
  have h1 := h (Real.pi / 4)
  have h2 := h (Real.pi / 8)
  have h3 := h (-(Real.pi / 8))
  have h4 := h (Real.pi / 16)
  simp only [mul_zero, Real.cos_zero, Real.sin_zero] at h0
  rw [show (4 : ℝ) * (Real.pi / 4) = Real.pi by ring,
    show (8 : ℝ) * (Real.pi / 4) = 2 * Real.pi by ring,
    Real.cos_pi, Real.sin_pi, Real.cos_two_pi, Real.sin_two_pi] at h1
  rw [show (4 : ℝ) * (Real.pi / 8) = Real.pi / 2 by ring,
    show (8 : ℝ) * (Real.pi / 8) = Real.pi by ring,
    Real.cos_pi, Real.sin_pi, Real.cos_pi_div_two, Real.sin_pi_div_two] at h2
  rw [show (4 : ℝ) * (-(Real.pi / 8)) = -(Real.pi / 2) by ring,
    show (8 : ℝ) * (-(Real.pi / 8)) = -Real.pi by ring] at h3
  simp only [Real.cos_neg, Real.sin_neg, Real.cos_pi, Real.sin_pi,
    Real.cos_pi_div_two, Real.sin_pi_div_two] at h3
  have r4 : a4.re = b4.re := by linarith
  have i4 : a4.im = b4.im := by linarith
  have r8 : a8.re = b8.re := by linarith
  have c0 : a = b := by linarith
  rw [show (8 : ℝ) * (Real.pi / 16) = Real.pi / 2 by ring,
    Real.cos_pi_div_two, Real.sin_pi_div_two, r4, i4, c0] at h4
  have i8 : a8.im = b8.im := by linarith
  exact ⟨c0, Complex.ext r4 i4, Complex.ext r8 i8⟩
```

To apply this to the functional, absorb the factor 1/4 into the amplitude: the 8t amplitude is then (1/4) Σ_A z_A⁴.

**Q:** How would I meet this in a localisation code?

**A:** The natural place is the inner loop of a Jacobi sweep, which visits pairs of occupied orbitals in turn. Existing programs may compute their angle differently, but a code built on this decomposition could, for each pair, read three charge-matrix elements per atom, form s and z, and accumulate two complex numbers:

C₄ = Σ_A (6s_A² + |z_A|²) z_A²,

C₈ = Σ_A z_A⁴.

The 4t harmonic alone is largest when C₄ exp(4iθ) is real and non-negative, for instance at

θ = −arg(C₄)/4.

Such a code could then rotate the two orbital columns by θ and go on to the next pair. If C₄ = 0, the 4t harmonic is flat and gives no preferred angle. With C₄ and C₈ stored, the change of the functional at any trial angle costs no further loop over atoms, so a short one-dimensional search can refine θ.

**Q:** And if I skip the refinement, how much of the functional can I lose?

**A:** At most half of |C₈|. For any other angle t,

F(t) − F(θ) = [H₄(t) − H₄(θ)] + (1/4)[H₈(t) − H₈(θ)],

where F is the functional and H₄ and H₈ are the harmonics with amplitudes C₄ and C₈. The first bracket is not positive, by the choice of θ. The second is at most 2|C₈|, because a harmonic lies between plus and minus the modulus of its amplitude. Hence F(t) ≤ F(θ) + |C₈|/2. The case t = 0 compares with the unrotated pair: an unrefined step can lower the functional, but by no more than |C₈|/2.

The theorem takes as its hypothesis `hθ` that θ maximises the 4t harmonic. Inside the proof, `bound` is the estimate on the 8t harmonic, used once from above at t and once from below at θ.

```lean
/-- If `θ` maximises the `4t` harmonic alone, the functional at any angle exceeds its value
at `θ` by at most half the modulus of `∑ (d - i q)⁴`. -/
theorem four_harmonic_angle_error {Q : ι → Matrix (Fin 2) (Fin 2) ℝ}
    (hQ : ∀ A, (Q A).IsSymm) {θ : ℝ}
    (hθ : ∀ t, harmonic 4 (fourAmplitude Q) t ≤ harmonic 4 (fourAmplitude Q) θ) (t : ℝ) :
    functional Q t ≤ functional Q θ + 1 / 2 * ‖∑ A, anisotropy (Q A) ^ 4‖ := by
  -- a harmonic never exceeds the modulus of its amplitude
  have bound (c : ℂ) (u : ℝ) : |harmonic 8 c u| ≤ ‖c‖ := by
    have h := Complex.abs_re_le_norm (c * Complex.exp (((8 * u : ℝ) : ℂ) * Complex.I))
    rw [norm_mul, Complex.norm_exp_ofReal_mul_I, mul_one] at h
    exact h
  have ht := (abs_le.mp (bound (∑ A, anisotropy (Q A) ^ 4) t)).2
  have hu := (abs_le.mp (bound (∑ A, anisotropy (Q A) ^ 4) θ)).1
  rw [functional_harmonics hQ t, functional_harmonics hQ θ]
  linarith [hθ t]

end

end IntrinsicBondOrbitalRotation
```

**Q:** Does that bound cover every closed-form Jacobi angle?

**A:** No, only an angle that maximises the true 4t harmonic. Some closed-form steps fit a single 4t curve to the slope and curvature at t = 0. From the decomposition, those derivatives are

F′(0) = −4 Im C₄ − 2 Im C₈,

F″(0) = −16 Re C₄ − 16 Re C₈.

Both contain C₈, so the fitted curve is in general not the 4t harmonic, and its maximum can lie at a different angle. Before quoting the bound for a given program, look at which of the two angles it computes.

**Q:** So what may I conclude about a whole localisation run?

**A:** For a single pair of real orbitals, you know the exact angular dependence and a limit on what the 4t angle can miss. Whether repeated sweeps over many pairs converge, or reach the global maximum, is a different question.

```lean
#print axioms IntrinsicBondOrbitalRotation.functional_harmonics
-- 'IntrinsicBondOrbitalRotation.functional_harmonics' depends on axioms: [propext, Classical.choice, Quot.sound]
#print axioms IntrinsicBondOrbitalRotation.harmonics_unique
-- 'IntrinsicBondOrbitalRotation.harmonics_unique' depends on axioms: [propext, Classical.choice, Quot.sound]
#print axioms IntrinsicBondOrbitalRotation.four_harmonic_angle_error
-- 'IntrinsicBondOrbitalRotation.four_harmonic_angle_error' depends on axioms: [propext, Classical.choice, Quot.sound]
```
